# The residual of a Lagrange-interpolated guess for shifted Hermitian systems

## Starting a solver at a new frequency

A frequency scan of a Green's function or response function can solve $(z-H)x=b$ at one complex frequency after another. An iterative solver at a new frequency $w$ can start from an interpolation of the solutions already stored. For a fixed bounded self-adjoint $H$, a fixed $b$ and exact stored solutions, the residual of that starting vector has a closed form and a simple bound.

The imaginary part of each frequency is the broadening, which gives the resonances a finite width. It is assumed positive, which keeps the frequencies off the real spectrum of $H$.

## The residual and its bound

Let $z_0,\dots,z_{k-1}$ be distinct, $R(z)=(z-H)^{-1}$ and $x_i=R(z_i)b$. The guess is

$$p(w)=\sum_{i<k}\ell_i(w)\,x_i,\qquad \ell_i(w)=\prod_{j\ne i}\frac{w-z_j}{z_i-z_j}.$$

Then

$$b-(w-H)p(w)=\prod_{i<k}(z_i-w)\;s_k,\qquad s_k=R(z_{k-1})\cdots R(z_0)\,b,$$

and if $\operatorname{Im}z_i\ge\eta>0$, the norm is at most $\|b\|\prod_i\big(|w-z_i|/\eta\big)$.

With no stored solution the guess is zero and the residual is $b$. With one, the guess is $x_0$ and the residual is $(z_0-w)x_0$. If every $|w-z_i|\ge\eta$, the bound is no smaller than $\|b\|$, so it promises no gain over starting from zero.

## Derivation of the identity

Take $k\ge1$. Each stored solution satisfies $(w-H)x_i=b-(z_i-w)x_i$. Since $\sum_i\ell_i(w)=1$,

$$b-(w-H)p(w)=\sum_{i<k}\ell_i(w)(z_i-w)\,x_i.$$

With $c_i^{(k)}=\prod_{j<k,\,j\ne i}(z_j-z_i)^{-1}$, the definition of $\ell_i$ gives

$$\ell_i(w)(z_i-w)=c_i^{(k)}\prod_{j<k}(z_j-w).$$

It remains to show $s_k=\sum_{i<k}c_i^{(k)}x_i$, by induction. For $k=1$ both sides are $x_0$. For the next shift $z_k$, the resolvent identity gives

$$R(z_k)x_i=\frac{x_i-x_k}{z_k-z_i}.$$

Because $c_i^{(k+1)}=c_i^{(k)}/(z_k-z_i)$ for $i<k$,

$$s_{k+1}=\sum_{i<k}c_i^{(k+1)}x_i-\Big(\sum_{i<k}c_i^{(k+1)}\Big)x_k.$$

Put $P=\prod_{j<k}(z_j-z_k)$. The scalar identity at $w=z_k$ gives $c_i^{(k+1)}=-\ell_i(z_k)/P$. These sum to $-1/P=-c_k^{(k+1)}$, which supplies the missing term.

## Derivation of the bounds

Since $\langle x,Hx\rangle$ is real, Cauchy–Schwarz gives

$$\operatorname{Im}z\,\|x\|^2=\operatorname{Im}\langle x,(z-H)x\rangle\le\|x\|\,\|(z-H)x\|.$$

Each solve therefore multiplies the norm by at most $1/\operatorname{Im}z_i$, so the residual is at most $\|b\|\prod_i|w-z_i|/\operatorname{Im}z_i$. Replacing each $\operatorname{Im}z_i$ by $\eta$ gives the uniform bound.

If $\operatorname{Im}w>0$, the error $R(w)b-p(w)$ is mapped by $w-H$ to the residual, so its norm is at most the residual bound divided by $\operatorname{Im}w$.

If $Hb=\varepsilon b$ and $z_i=\varepsilon+i\eta_i$ with $\eta_i>0$, where the $i$ multiplying $\eta_i$ is the imaginary unit, each solve divides by a number of modulus $\eta_i$. The bound with individual imaginary parts is then an equality.

## Operators, shifts and solves in Lean

`H : E →L[ℂ] E` is a bounded operator on a complex inner product space; a Hermitian matrix is the finite-dimensional case. The bounds add completeness and `IsSelfAdjoint H`. The identity `residual_lagrangeGuess` needs neither, only distinct shifts in the resolvent set, so it also holds for non-Hermitian $H$.

The sequence `z : ℕ → ℂ` supplies the shifts, of which the first `k` are used, and `Set.InjOn z (range k)` says that these are distinct. `resolvent H z` is $(z-H)^{-1}$, `lagrangeGuess` is $p(w)$, `nodeWeight` is $c_i^{(k)}$ and `successiveSolves` is $s_k$.

Unbounded Hamiltonians, frequency-dependent self-energies and errors in the stored solutions lie beyond this model, as do iteration counts.

The shifts could also have been a finite set of complex numbers. Distinctness would then be automatic, but the product of resolvents would need a proof that they commute before it could be defined without an ordering.

```lean
import Mathlib

open Finset

namespace ShiftedSolvers

noncomputable section

variable {E : Type*} [NormedAddCommGroup E] [InnerProductSpace ℂ E]

/-- The residual `b - (w - H) x` of a trial solution `x` at frequency `w`. -/
def residual (H : E →L[ℂ] E) (b : E) (w : ℂ) (x : E) : E := b - (w • x - H x)

/-- The initial guess at frequency `w`: the Lagrange interpolant of the solutions
`(z i - H)⁻¹ b` at the first `k` shifts, for distinct shifts in the resolvent set of `H`. -/
def lagrangeGuess (H : E →L[ℂ] E) (z : ℕ → ℂ) (b : E) (k : ℕ) (w : ℂ) : E :=
  ∑ i ∈ range k, (Lagrange.basis (range k) z i).eval w • resolvent H (z i) b

/-- The vector obtained from `b` by solving with the first `k` shifts one after another,
for shifts in the resolvent set of `H`. -/
def successiveSolves (H : E →L[ℂ] E) (z : ℕ → ℂ) (b : E) : ℕ → E
  | 0 => b
  | n + 1 => resolvent H (z n) (successiveSolves H z b n)

/-- The partial-fraction weight `∏ 1 / (z j - z i)` over `j ≠ i` among the first `k` shifts,
for distinct shifts. -/
def nodeWeight (z : ℕ → ℂ) (k i : ℕ) : ℂ := ∏ j ∈ (range k).erase i, (z j - z i)⁻¹

/-- For `z` in the resolvent set of `H`, the resolvent inverts `z - H` from both sides. -/
theorem shifted_solve (H : E →L[ℂ] E) {z : ℂ} (hz : z ∈ resolventSet ℂ H) (b : E) :
    z • resolvent H z b - H (resolvent H z b) = b ∧
      resolvent H z (z • b - H b) = b := by
  have h1 : (algebraMap ℂ (E →L[ℂ] E) z - H) * resolvent H z = 1 :=
    Ring.mul_inverse_cancel _ hz
  have h2 : resolvent H z * (algebraMap ℂ (E →L[ℂ] E) z - H) = 1 :=
    Ring.inverse_mul_cancel _ hz
  exact ⟨DFunLike.congr_fun h1 b, DFunLike.congr_fun h2 b⟩

/-- The Lagrange coefficient of node `z i` at `w`, times `z i - w`, is `∏ (z j - w)` times the
partial-fraction weight. -/
theorem basis_eval_mul (z : ℕ → ℂ) (w : ℂ) {k i : ℕ} (hi : i ∈ range k) :
    (Lagrange.basis (range k) z i).eval w * (z i - w) =
      (∏ j ∈ range k, (z j - w)) * nodeWeight z k i := by
  have h : (Lagrange.basis (range k) z i).eval w =
      (∏ j ∈ (range k).erase i, (z j - w)) * nodeWeight z k i := by
    rw [nodeWeight, ← prod_mul_distrib, Lagrange.basis, Polynomial.eval_prod]
    refine prod_congr rfl fun j _ => ?_
    rw [Lagrange.basisDivisor, ← neg_sub (z i) (z j), inv_neg]
    simp only [Polynomial.eval_mul, Polynomial.eval_C, Polynomial.eval_sub, Polynomial.eval_X]
    ring
  have hp : (z i - w) * ∏ j ∈ (range k).erase i, (z j - w) = ∏ j ∈ range k, (z j - w) :=
    mul_prod_erase _ (fun j => z j - w) hi
  rw [h, ← hp]
  ring

/-- For distinct shifts in the resolvent set, successive solves with at least one shift equal
a weighted sum of the separate single-shift solutions. -/
theorem successiveSolves_eq_sum (H : E →L[ℂ] E) (z : ℕ → ℂ) (b : E) (k : ℕ)
    (hz : Set.InjOn z (range (k + 1)))
    (hr : ∀ i ∈ range (k + 1), z i ∈ resolventSet ℂ H) :
    successiveSolves H z b (k + 1) =
      ∑ i ∈ range (k + 1), nodeWeight z (k + 1) i • resolvent H (z i) b := by
  induction k with
  | zero => simp [successiveSolves, nodeWeight]
  | succ n ih =>
    have up : ∀ i ∈ range (n + 1), i ∈ range (n + 1 + 1) := fun i hi =>
      mem_range.2 (by have := mem_range.1 hi; omega)
    have top : n + 1 ∈ range (n + 1 + 1) := mem_range.2 (by omega)
    have ih' := ih (fun i hi j hj h => hz (up i hi) (up j hj) h) (fun i hi => hr i (up i hi))
    have hne : ∀ i ∈ range (n + 1), z i ≠ z (n + 1) := fun i hi h => by
      have h1 := hz (up i hi) top h
      have h2 := mem_range.1 hi
      omega
    have hw : ∀ i ∈ range (n + 1), nodeWeight z (n + 1 + 1) i =
        (z (n + 1) - z i)⁻¹ * nodeWeight z (n + 1) i := fun i hi => by
      have h1 : n + 1 ≠ i := by have := mem_range.1 hi; omega
      have h2 : n + 1 ∉ (range (n + 1)).erase i := by simp
      rw [nodeWeight, range_add_one, erase_insert_of_ne h1, prod_insert h2, nodeWeight]
    -- the resolvent identity splits a double solve into two single ones
    have step : ∀ i ∈ range (n + 1),
        resolvent H (z (n + 1)) (nodeWeight z (n + 1) i • resolvent H (z i) b) =
          nodeWeight z (n + 1 + 1) i • resolvent H (z i) b -
            nodeWeight z (n + 1 + 1) i • resolvent H (z (n + 1)) b := fun i hi => by
      have h1 := (shifted_solve H (hr i (up i hi)) b).1
      have h2 := (shifted_solve H (hr _ top) (resolvent H (z i) b)).2
      have h3 : z (n + 1) • resolvent H (z i) b - H (resolvent H (z i) b) =
          b + (z (n + 1) - z i) • resolvent H (z i) b := by
        linear_combination (norm := module) h1
      rw [h3, map_add, map_smul] at h2
      have h4 : resolvent H (z (n + 1)) (resolvent H (z i) b) =
          (z (n + 1) - z i)⁻¹ • (resolvent H (z i) b - resolvent H (z (n + 1)) b) := by
        rw [eq_inv_smul_iff₀ (sub_ne_zero.2 (hne i hi).symm)]
        linear_combination (norm := module) h2
      rw [map_smul, h4, hw i hi]
      module
    -- the weights sum to zero because the Lagrange coefficients sum to one
    have hs : ∑ i ∈ range (n + 1), nodeWeight z (n + 1 + 1) i =
        -nodeWeight z (n + 1 + 1) (n + 1) := by
      have hP : ∏ j ∈ range (n + 1), (z j - z (n + 1)) ≠ 0 :=
        prod_ne_zero_iff.2 fun j hj => sub_ne_zero.2 (hne j hj)
      have hlast : nodeWeight z (n + 1 + 1) (n + 1) =
          (∏ j ∈ range (n + 1), (z j - z (n + 1)))⁻¹ := by
        have h2 : n + 1 ∉ range (n + 1) := by simp
        rw [nodeWeight, range_add_one, erase_insert h2, prod_inv_distrib]
      have hterm : ∀ i ∈ range (n + 1), nodeWeight z (n + 1 + 1) i =
          -(∏ j ∈ range (n + 1), (z j - z (n + 1)))⁻¹ *
            (Lagrange.basis (range (n + 1)) z i).eval (z (n + 1)) := fun i hi => by
        have e1 := basis_eval_mul z (z (n + 1)) hi
        have e2 := inv_mul_cancel₀ (sub_ne_zero.2 (hne i hi).symm)
        rw [hw i hi]
        generalize ∏ j ∈ range (n + 1), (z j - z (n + 1)) = P at hP e1 ⊢
        have e3 := inv_mul_cancel₀ hP
        linear_combination (-(z (n + 1) - z i)⁻¹ * P⁻¹) * e1 -
          (z (n + 1) - z i)⁻¹ * nodeWeight z (n + 1) i * e3 -
          P⁻¹ * (Lagrange.basis (range (n + 1)) z i).eval (z (n + 1)) * e2
      rw [sum_congr rfl hterm, ← mul_sum, ← Polynomial.eval_finsetSum,
        Lagrange.sum_basis (fun i hi j hj h => hz (up i hi) (up j hj) h) ⟨0, by simp⟩,
        Polynomial.eval_one, mul_one, hlast]
    have hT : successiveSolves H z b (n + 1 + 1) =
      resolvent H (z (n + 1)) (successiveSolves H z b (n + 1)) := rfl
    rw [hT, ih', map_sum, sum_congr rfl step, sum_sub_distrib, ← sum_smul, hs,
      sum_range_succ _ (n + 1), neg_smul, sub_neg_eq_add]

/-- For distinct shifts in the resolvent set, the residual of the interpolated guess is
`∏ (z i - w)` times the result of solving successively with all the shifts. -/
theorem residual_lagrangeGuess (H : E →L[ℂ] E) (z : ℕ → ℂ) (b : E) (k : ℕ) (w : ℂ)
    (hz : Set.InjOn z (range k)) (hr : ∀ i ∈ range k, z i ∈ resolventSet ℂ H) :
    residual H b w (lagrangeGuess H z b k w) =
      (∏ i ∈ range k, (z i - w)) • successiveSolves H z b k := by
  cases k with
  | zero => simp [residual, lagrangeGuess, successiveSolves]
  | succ n =>
    have hb : ∑ i ∈ range (n + 1), (Lagrange.basis (range (n + 1)) z i).eval w • b = b := by
      rw [← sum_smul, ← Polynomial.eval_finsetSum, Lagrange.sum_basis hz ⟨0, by simp⟩,
        Polynomial.eval_one, one_smul]
    -- each old solution satisfies (w - H) x = b - (z i - w) x
    have key : w • lagrangeGuess H z b (n + 1) w - H (lagrangeGuess H z b (n + 1) w) =
        ∑ i ∈ range (n + 1), (Lagrange.basis (range (n + 1)) z i).eval w • b -
        ∑ i ∈ range (n + 1), ((Lagrange.basis (range (n + 1)) z i).eval w * (z i - w)) •
          resolvent H (z i) b := by
      rw [lagrangeGuess, map_sum, smul_sum, ← sum_sub_distrib, ← sum_sub_distrib]
      refine sum_congr rfl fun i hi => ?_
      have h1 := (shifted_solve H (hr i hi) b).1
      rw [map_smul]
      linear_combination (norm := module) (Lagrange.basis (range (n + 1)) z i).eval w • h1
    rw [residual, key, hb, sub_sub_cancel, successiveSolves_eq_sum H z b n hz hr, smul_sum]
    refine sum_congr rfl fun i hi => ?_
    rw [basis_eval_mul z w hi, mul_smul]

variable [CompleteSpace E]

/-- A frequency with positive imaginary part lies in the resolvent set of a self-adjoint `H`. -/
theorem mem_resolventSet_of_im_pos {H : E →L[ℂ] E} (hH : IsSelfAdjoint H) {z : ℂ}
    (hz : 0 < z.im) : z ∈ resolventSet ℂ H := by
  by_contra h
  have h1 : z = (z.re : ℂ) := hH.mem_spectrum_eq_re h
  have h2 := congrArg Complex.im h1
  rw [Complex.ofReal_im] at h2
  exact hz.ne' h2

/-- For self-adjoint `H`, the shifted operator `z - H` stretches every vector by at least
`Im z`. -/
theorem im_mul_norm_le {H : E →L[ℂ] E} (hH : IsSelfAdjoint H) (z : ℂ) (x : E) :
    z.im * ‖x‖ ≤ ‖z • x - H x‖ := by
  -- the expectation value of H is real
  have him : (inner ℂ x (H x)).im = 0 := by
    have h1 : inner ℂ (H x) x = inner ℂ x (H x) := hH.isSymmetric x x
    exact Complex.conj_eq_iff_im.1 ((inner_conj_symm (H x) x).trans h1)
  have hs : inner ℂ x x = ((‖x‖ ^ 2 : ℝ) : ℂ) := by
    simp [inner_self_eq_norm_sq_to_K]
  have h : (inner ℂ x (z • x - H x)).im = z.im * ‖x‖ ^ 2 := by
    rw [inner_sub_right, inner_smul_right, hs, Complex.sub_im, him, Complex.mul_im,
      Complex.ofReal_re, Complex.ofReal_im]
    ring
  have h2 := ((le_abs_self _).trans (Complex.abs_im_le_norm (inner ℂ x (z • x - H x)))).trans
    (norm_inner_le_norm x (z • x - H x))
  rw [h] at h2
  rcases (norm_nonneg x).eq_or_lt with h0 | h0
  · rw [← h0, mul_zero]
    exact norm_nonneg _
  · exact le_of_mul_le_mul_left (by linarith) h0

/-- For self-adjoint `H` and distinct shifts in the upper half plane, the residual of the
interpolated guess is at most `‖b‖ ∏ |w - z i| / Im (z i)`. -/
theorem norm_residual_le {H : E →L[ℂ] E} (hH : IsSelfAdjoint H) (z : ℕ → ℂ) (b : E) (k : ℕ)
    (w : ℂ) (hz : Set.InjOn z (range k)) (him : ∀ i ∈ range k, 0 < (z i).im) :
    ‖residual H b w (lagrangeGuess H z b k w)‖ ≤
      ‖b‖ * ∏ i ∈ range k, (‖w - z i‖ / (z i).im) := by
  have hT : ∀ m ≤ k, ‖successiveSolves H z b m‖ ≤ ‖b‖ * ∏ i ∈ range m, ((z i).im)⁻¹ := by
    intro m
    induction m with
    | zero => simp [successiveSolves]
    | succ m ih =>
      intro hm
      have hp := him m (mem_range.2 (by omega))
      have h1 := im_mul_norm_le hH (z m) (successiveSolves H z b (m + 1))
      rw [successiveSolves, (shifted_solve H (mem_resolventSet_of_im_pos hH hp) _).1] at h1
      rw [successiveSolves, prod_range_succ, ← mul_assoc, ← div_eq_mul_inv, le_div_iff₀ hp]
      linarith [ih (by omega)]
  rw [residual_lagrangeGuess H z b k w hz fun i hi => mem_resolventSet_of_im_pos hH (him i hi),
    norm_smul, norm_prod]
  calc (∏ i ∈ range k, ‖z i - w‖) * ‖successiveSolves H z b k‖
      ≤ (∏ i ∈ range k, ‖z i - w‖) * (‖b‖ * ∏ i ∈ range k, ((z i).im)⁻¹) :=
        mul_le_mul_of_nonneg_left (hT k le_rfl) (prod_nonneg fun i _ => norm_nonneg _)
    _ = ‖b‖ * ∏ i ∈ range k, (‖w - z i‖ / (z i).im) := by
        simp only [div_eq_mul_inv, prod_mul_distrib, norm_sub_rev w]
        ring

/-- For self-adjoint `H` and distinct shifts with `Im (z i) ≥ η > 0`, the residual of the
interpolated guess is at most `‖b‖ ∏ (|w - z i| / η)`. -/
theorem norm_residual_le_uniform {H : E →L[ℂ] E} (hH : IsSelfAdjoint H) (z : ℕ → ℂ) (b : E)
    (k : ℕ) (w : ℂ) {η : ℝ} (hη : 0 < η) (hz : Set.InjOn z (range k))
    (him : ∀ i ∈ range k, η ≤ (z i).im) :
    ‖residual H b w (lagrangeGuess H z b k w)‖ ≤ ‖b‖ * ∏ i ∈ range k, (‖w - z i‖ / η) := by
  have hpos : ∀ i ∈ range k, 0 < (z i).im := fun i hi => hη.trans_le (him i hi)
  refine (norm_residual_le hH z b k w hz hpos).trans (mul_le_mul_of_nonneg_left
    (prod_le_prod (fun i hi => div_nonneg (norm_nonneg _) (hpos i hi).le) fun i hi => ?_)
    (norm_nonneg b))
  have := him i hi
  gcongr

/-- For self-adjoint `H`, distinct shifts in the upper half plane and `Im w > 0`, the guess differs
from the exact solution at `w` by at most `‖b‖ ∏ (|w - z i| / Im (z i))` divided by `Im w`. -/
theorem norm_error_le {H : E →L[ℂ] E} (hH : IsSelfAdjoint H) (z : ℕ → ℂ) (b : E) (k : ℕ)
    {w : ℂ} (hw : 0 < w.im) (hz : Set.InjOn z (range k)) (him : ∀ i ∈ range k, 0 < (z i).im) :
    ‖resolvent H w b - lagrangeGuess H z b k w‖ ≤
      (‖b‖ * ∏ i ∈ range k, (‖w - z i‖ / (z i).im)) / w.im := by
  have h1 := (shifted_solve H (mem_resolventSet_of_im_pos hH hw) b).1
  have h2 := im_mul_norm_le hH w (resolvent H w b - lagrangeGuess H z b k w)
  -- w - H maps the error to the residual
  have h3 : w • (resolvent H w b - lagrangeGuess H z b k w) -
      H (resolvent H w b - lagrangeGuess H z b k w) =
      residual H b w (lagrangeGuess H z b k w) := by
    rw [residual, map_sub]
    linear_combination (norm := module) h1
  rw [h3] at h2
  rw [le_div_iff₀ hw, mul_comm]
  exact h2.trans (norm_residual_le hH z b k w hz him)

/-- If `H` is self-adjoint, `H b = ε b`, and the distinct shifts lie in the upper half plane
with real part `ε`, the residual norm equals `‖b‖ ∏ |w - z i| / Im (z i)`. -/
theorem norm_residual_eq {H : E →L[ℂ] E} (hH : IsSelfAdjoint H) (z : ℕ → ℂ) (b : E) (k : ℕ)
    (w : ℂ) {ε : ℝ} (hb : H b = (ε : ℂ) • b) (hz : Set.InjOn z (range k))
    (him : ∀ i ∈ range k, 0 < (z i).im) (hre : ∀ i ∈ range k, (z i).re = ε) :
    ‖residual H b w (lagrangeGuess H z b k w)‖ =
      ‖b‖ * ∏ i ∈ range k, (‖w - z i‖ / (z i).im) := by
  have hT : ∀ m ≤ k, H (successiveSolves H z b m) = (ε : ℂ) • successiveSolves H z b m ∧
      ‖successiveSolves H z b m‖ = ‖b‖ * ∏ i ∈ range m, ((z i).im)⁻¹ := by
    intro m
    induction m with
    | zero => exact fun _ => ⟨hb, by simp [successiveSolves]⟩
    | succ m ih =>
      intro hm
      obtain ⟨h1, h2⟩ := ih (by omega)
      have hp := him m (mem_range.2 (by omega))
      have hd : z m - ε = ((z m).im : ℂ) * Complex.I :=
        Complex.ext (by simp [hre m (mem_range.2 (by omega))]) (by simp)
      have hn : ‖z m - ε‖ = (z m).im := by
        rw [hd, norm_mul, Complex.norm_I, mul_one, Complex.norm_real, Real.norm_eq_abs,
          abs_of_pos hp]
      have h0 : z m - ε ≠ 0 := norm_ne_zero_iff.1 (by rw [hn]; exact hp.ne')
      -- on an eigenvector each solve is division by z m - ε
      have h3 := (shifted_solve H (mem_resolventSet_of_im_pos hH hp)
        (successiveSolves H z b m)).2
      rw [h1, ← sub_smul, map_smul] at h3
      have h4 : successiveSolves H z b (m + 1) =
          (z m - ε)⁻¹ • successiveSolves H z b m := (eq_inv_smul_iff₀ h0).2 h3
      refine ⟨by rw [h4, map_smul, h1, smul_comm], ?_⟩
      rw [h4, norm_smul, norm_inv, hn, h2, prod_range_succ]
      ring
  rw [residual_lagrangeGuess H z b k w hz fun i hi => mem_resolventSet_of_im_pos hH (him i hi),
    norm_smul, norm_prod, (hT k le_rfl).2]
  simp only [div_eq_mul_inv, prod_mul_distrib, norm_sub_rev w]
  ring

end

end ShiftedSolvers
```

```lean
#print axioms ShiftedSolvers.residual_lagrangeGuess
#print axioms ShiftedSolvers.norm_residual_le_uniform
#print axioms ShiftedSolvers.norm_error_le
#print axioms ShiftedSolvers.norm_residual_eq
```

```
'ShiftedSolvers.residual_lagrangeGuess' depends on axioms: [propext, Classical.choice, Quot.sound]
'ShiftedSolvers.norm_residual_le_uniform' depends on axioms: [propext, Classical.choice, Quot.sound]
'ShiftedSolvers.norm_error_le' depends on axioms: [propext, Classical.choice, Quot.sound]
'ShiftedSolvers.norm_residual_eq' depends on axioms: [propext, Classical.choice, Quot.sound]
```

## From the resolvent identity to the norm estimates

`shifted_solve` provides the two inverse relations, and `basis_eval_mul` is the scalar identity. In `successiveSolves_eq_sum`, `step` applies the resolvent identity to each term and `hs` evaluates the sum of weights. The tactic `linear_combination (norm := module)` does the vector algebra.

`residual_lagrangeGuess` treats `k = 0` separately, because the Lagrange coefficients sum to one only when there is a node. Otherwise `key` expands $(w-H)p(w)$, and the two preceding lemmas finish the calculation.

`mem_resolventSet_of_im_pos` uses the reality of the spectrum, and `im_mul_norm_le` is the Cauchy–Schwarz estimate, with $x=0$ handled separately before cancelling $\|x\|$. The induction `hT` in `norm_residual_le` applies it once per solve. `norm_residual_le_uniform` compares the factors one by one, and `norm_error_le` applies the same estimate to the error. In `norm_residual_eq`, the induction also records that every intermediate vector satisfies the eigenvalue equation.
